# The kink in the mean polarization at the end of a uniform ion pulse

A smooth curve drawn through polarization data across the end of a beam pulse gets at least one of the two slopes there wrong. Someone who reads the depolarization rate from the relative slope just before the end gets too small a value, because fresh ions, which still have all their initial polarization, keep arriving and hide part of the loss. This holds for ions that arrive at a constant rate and then decay and depolarize exponentially. In that model the slope jumps at the end of the pulse, and the jump has a closed form.

## Slopes before and after the beam stops

Ions arrive at unit rate during [0, T], with T > 0, each with polarization P₀ > 0. A different constant arrival rate would cancel from the mean polarization. Every ion decays at rate a, and its polarization relaxes at rate b > 0. The rate b stands for spin relaxation, for instance by fluctuating fields in the host material; it is postulated here as a single number common to all ions.

An ion that arrived at time s contributes exp(−a(t−s)) to the number of survivors at time t, and P₀ exp(−(a+b)(t−s)) to their total polarization. Both sums have the form

F_k(t) = ∫ exp(−k(t−s)) ds, with s from 0 to min(t, T),

and the mean polarization of the survivors is

P(t) = P₀ F_{a+b}(t) / F_a(t).

Write N = F_{a+b}(T) and D = F_a(T).

During the pulse, F_k(t) = exp(−kt) ∫₀ᵗ exp(ks) ds. The product rule gives

F_k′(t) = 1 − k F_k(t).

At T the quotient rule then gives the left slope

L = P₀ [(1 − (a+b)N) D − N (1 − aD)] / D²
 = P₀ [D − N − bND] / D²
 = P₀ (1 − N/D)/D − b P₀ N/D.

After the pulse the upper limit of the integral stays at T, so F_k(t) = exp(−k(t−T)) F_k(T). The factor exp(−a(t−T)) cancels in the ratio:

P(t) = P(T) exp(−b(t−T)), so R = −b P₀ N/D.

Subtraction leaves

L − R = P₀ (1 − N/D)/D.

For s < T the integrand of N is smaller than that of D, since b > 0. Hence N < D and the jump is positive.

The left slope is itself negative. Integrating the exponential gives k F_k(T) = 1 − exp(−kT), so

L = P₀ exp(−aT) [exp(−bT) D − N] / D².

No ion has been depolarizing for longer than T, and almost all have done so for less, so N > exp(−bT) D and L < 0. The polarization is already falling when the beam stops, and it falls faster immediately afterwards.

## An instance with a = b = 1 and T = ln 2

Measure time in units of 1/a and take P₀ = 1. Then

D = 1 − 1/2 = 1/2, N = (1 − 1/4)/2 = 3/8, N/D = 3/4.

The right slope is R = −3/4 and the jump is (1/4)/(1/2) = 1/2, so L = −1/4. The relative slope before the end would suggest a depolarization rate of 1/3, whereas the true rate is 1.

## The accumulated quantities in Lean

```lean
import Mathlib

open Set

namespace PulseEndKink

noncomputable section
```

The function F_k(t) becomes `accumulated k T t`. The limit `min t T` lets one formula serve both during and after the pulse.

```lean
/-- Quantity accumulated at time `t ≥ 0` from ions arriving at unit rate during `[0, T]`,
when the contribution of each ion decays at rate `k` after its arrival. -/
def accumulated (k T t : ℝ) : ℝ :=
  ∫ s in (0 : ℝ)..min t T, Real.exp (-k * (t - s))
```

The mean polarization is P₀ times the ratio of two such quantities, one at rate a + b and one at rate a. All parameters are real numbers, and the definition is meant for t > 0.

```lean
/-- Mean polarization at time `t` of the surviving ions, for initial polarization `P₀`,
decay rate `a`, depolarization rate `b` and pulse length `T`. -/
def polarization (P₀ a b T t : ℝ) : ℝ :=
  P₀ * accumulated (a + b) T t / accumulated a T t
```

The first lemma takes exp(−kt) out of the integral, for any t.

```lean
/-- The accumulated quantity is a decay factor times an integral over arrival times. -/
theorem accumulated_eq (k T t : ℝ) :
    accumulated k T t = Real.exp (-k * t) * ∫ s in (0 : ℝ)..min t T, Real.exp (k * s) := by
  unfold accumulated
  rw [← intervalIntegral.integral_const_mul]
  refine intervalIntegral.integral_congr (fun s _ => ?_)
  show Real.exp (-k * (t - s)) = Real.exp (-k * t) * Real.exp (k * s)
  rw [← Real.exp_add]
  congr 1
  ring
```

## One-sided derivatives and the rate equation

The proof turns on `HasDerivWithinAt f L S t`, which says that f has derivative L at t when only points of the set S are considered. With S = `Iic T`, the times up to T, and t = T, this is the left slope. With S = `Ici T`, the times from T on, it is the right slope.

The `congr` lemma for this notion lets a function be replaced by another that agrees with it on S, whatever the two do elsewhere, provided that t lies in S, as it does here. For t ≤ T the minimum is t, so `accumulated` agrees on `Iic T` with the smooth product exp(−ku) ∫₀ᵘ exp(ks) ds. That product is differentiated by the product rule and the fundamental theorem of calculus, and the result is transferred. The corner in `min` never has to be differentiated.

```lean
/-- Rate equation during the pulse: the accumulated quantity gains at unit rate and
loses at rate `k`; at `t = T` the derivative is the one from the left. -/
theorem rate_equation (k : ℝ) {T t : ℝ} (ht : t ≤ T) :
    HasDerivWithinAt (accumulated k T) (1 - k * accumulated k T t) (Iic T) t := by
  have hc : Continuous (fun s : ℝ => Real.exp (k * s)) := by fun_prop
  have hG := (hc.integral_hasStrictDerivAt 0 t).hasDerivAt
  have hE : HasDerivAt (fun u : ℝ => Real.exp (-k * u)) (Real.exp (-k * t) * (-k)) t :=
    (((hasDerivAt_id' t).const_mul (-k)).exp).congr_deriv (by ring)
  have key : ∀ u ≤ T, accumulated k T u
      = Real.exp (-k * u) * ∫ s in (0 : ℝ)..u, Real.exp (k * s) := by
    intro u hu
    rw [accumulated_eq, min_eq_left hu]
  have h1 : Real.exp (-k * t) * Real.exp (k * t) = 1 := by
    rw [← Real.exp_add, show -k * t + k * t = 0 by ring, Real.exp_zero]
  refine ((hE.fun_mul hG).hasDerivWithinAt.congr (fun u hu => key u hu)
    (key t ht)).congr_deriv ?_
  rw [key t ht]
  linear_combination h1
```

For t < T this is the ordinary rate equation, and at t = T it is the version from the left.

## Pure depolarization after the pulse

For t ≥ T the minimum is T, and the accumulated quantity only decays.

```lean
/-- After the pulse the accumulated quantity decays exponentially at rate `k`. -/
theorem accumulated_after (k : ℝ) {T t : ℝ} (ht : T ≤ t) :
    accumulated k T t = Real.exp (-k * (t - T)) * accumulated k T T := by
  rw [accumulated_eq k T t, accumulated_eq k T T, min_eq_right ht, min_self,
    ← mul_assoc, ← Real.exp_add]
  congr 2
  ring
```

In the ratio, `mul_div_mul_left` cancels the common factor exp(−a(t−T)), which leaves decay at rate b alone.

```lean
/-- After the pulse the mean polarization decays exponentially at the
depolarization rate `b`. -/
theorem polarization_after (P₀ a b : ℝ) {T t : ℝ} (ht : T ≤ t) :
    polarization P₀ a b T t = polarization P₀ a b T T * Real.exp (-b * (t - T)) := by
  have hexp : Real.exp (-(a + b) * (t - T))
      = Real.exp (-a * (t - T)) * Real.exp (-b * (t - T)) := by
    rw [← Real.exp_add]
    congr 1
    ring
  unfold polarization
  rw [accumulated_after (a + b) ht, accumulated_after a ht, hexp,
    show P₀ * (Real.exp (-a * (t - T)) * Real.exp (-b * (t - T)) * accumulated (a + b) T T)
      = Real.exp (-a * (t - T)) * (P₀ * accumulated (a + b) T T * Real.exp (-b * (t - T)))
      by ring, mul_div_mul_left _ _ (Real.exp_ne_zero _)]
  ring
```

## Comparing N with D

The next theorem states D > 0 and exp(−bT) D < N < D. The first follows from the positivity of the integrand. For each of the two bounds on N, the Mathlib lemma used asks for a pointwise inequality between continuous integrands and one point where it is strict. The lower bound is strict at s = T, for the newest ion, and the upper bound at s = 0, for the oldest.

```lean
/-- At the end of the pulse the number of survivors is positive, and the ratio of accumulated
polarization (in units of the initial polarization of an ion) to survivors lies strictly between
`exp (-b T)` and `1`. -/
theorem accumulated_bounds (a : ℝ) {b T : ℝ} (hb : 0 < b) (hT : 0 < T) :
    0 < accumulated a T T ∧
    Real.exp (-b * T) * accumulated a T T < accumulated (a + b) T T ∧
    accumulated (a + b) T T < accumulated a T T := by
  have hc : ∀ k : ℝ, Continuous (fun s : ℝ => Real.exp (-k * (T - s))) := by
    intro k
    fun_prop
  have hbT : 0 < b * T := mul_pos hb hT
  unfold accumulated
  rw [min_self]
  refine ⟨intervalIntegral.intervalIntegral_pos_of_pos ((hc a).intervalIntegrable _ _)
    (fun s => Real.exp_pos _) hT, ?_, ?_⟩
  · -- no ion has been depolarizing for longer than `T`
    rw [← intervalIntegral.integral_const_mul]
    refine intervalIntegral.integral_lt_integral_of_continuousOn_of_le_of_exists_lt hT
      (continuous_const.mul (hc a)).continuousOn (hc (a + b)).continuousOn
      (fun s hs => ?_) ⟨T, ⟨hT.le, le_rfl⟩, ?_⟩
    · simp only [← Real.exp_add, Real.exp_le_exp]
      nlinarith [mul_nonneg hb.le hs.1.le]
    · simp only [← Real.exp_add, Real.exp_lt_exp]
      nlinarith
  · -- every ion that arrived before `T` has lost some polarization
    refine intervalIntegral.integral_lt_integral_of_continuousOn_of_le_of_exists_lt hT
      (hc (a + b)).continuousOn (hc a).continuousOn
      (fun s hs => Real.exp_le_exp.2 ?_) ⟨0, ⟨le_rfl, hT.le⟩, Real.exp_lt_exp.2 ?_⟩
    · nlinarith [mul_nonneg hb.le (sub_nonneg.2 hs.2)]
    · nlinarith
```

## The jump in slope

The main theorem takes N and D as numbers equal to the two integrals over [0, T]. It states that there are a left slope L and a right slope R at T, that L − R = P₀ (1 − N/D)/D, and that this difference is positive. Setting P₀ = 1 gives (1 − N/D)/D. The hypotheses are P₀ > 0, b > 0 and T > 0. The rate a may be any real number, so stable ions, with a = 0, are included; negative values are allowed by the algebra but do not describe decay.

The proof follows the derivation above. `hL` is the quotient rule applied to the two rate equations, `hR'` is the slope of the exponential transferred to `Ici T` by `congr`, and `hkink` is positivity from N < D. The final `field_simp` and `ring` carry out the subtraction.

```lean
/-- **Pulse-end kink.** At the end of the pulse the mean polarization has a left slope `L`
and a right slope `R`, and `L - R = P₀ (1 - N/D) / D` is positive. -/
theorem pulse_end_kink {P₀ b T : ℝ} (a : ℝ) (hP : 0 < P₀) (hb : 0 < b) (hT : 0 < T)
    {N D : ℝ} (hN : N = ∫ s in (0 : ℝ)..T, Real.exp (-(a + b) * (T - s)))
    (hD : D = ∫ s in (0 : ℝ)..T, Real.exp (-a * (T - s))) :
    ∃ L R : ℝ, HasDerivWithinAt (polarization P₀ a b T) L (Iic T) T ∧
      HasDerivWithinAt (polarization P₀ a b T) R (Ici T) T ∧
      L - R = P₀ * ((1 - N / D) / D) ∧ 0 < L - R := by
  have hN' : accumulated (a + b) T T = N := by rw [hN, accumulated, min_self]
  have hD' : accumulated a T T = D := by rw [hD, accumulated, min_self]
  obtain ⟨hpos, -, hlt⟩ := accumulated_bounds a hb hT
  have hne := hpos.ne'
  -- left slope: quotient rule with the two rate equations
  have hL := ((rate_equation (a + b) (le_refl T)).const_mul P₀).fun_div
    (rate_equation a (le_refl T)) hne
  -- right slope: pure depolarization
  have hR : HasDerivAt (fun t : ℝ => polarization P₀ a b T T * Real.exp (-b * (t - T)))
      (polarization P₀ a b T T * (Real.exp (-b * (T - T)) * (-b * 1))) T :=
    ((((hasDerivAt_id' T).sub_const T).const_mul (-b)).exp).const_mul _
  have hR' := hR.hasDerivWithinAt.congr (s := Ici T)
    (fun t ht => polarization_after P₀ a b ht) (polarization_after P₀ a b (le_refl T))
  have hpol : polarization P₀ a b T T = P₀ * N / D := by rw [polarization, hN', hD']
  rw [hN', hD'] at hL hlt
  rw [hD'] at hpos hne
  have hkink : 0 < P₀ * ((1 - N / D) / D) :=
    mul_pos hP (div_pos (sub_pos.2 ((div_lt_one hpos).2 hlt)) hpos)
  refine ⟨_, _, hL, hR', ?_⟩
  rw [and_iff_left_of_imp (fun h => h ▸ hkink), hpol, sub_self, mul_zero, Real.exp_zero]
  field_simp
  ring
```

If P were differentiable at T, its derivative would equal both L and R. This step needs one-sided derivatives to be unique, which is what `uniqueDiffWithinAt_Iic` and `uniqueDiffWithinAt_Ici` supply. Uniqueness depends on the set: at an isolated point every number would count as a derivative.

```lean
/-- The mean polarization is not differentiable at the end of the pulse. -/
theorem not_differentiableAt_pulse_end {P₀ b T : ℝ} (a : ℝ) (hP : 0 < P₀) (hb : 0 < b)
    (hT : 0 < T) : ¬ DifferentiableAt ℝ (polarization P₀ a b T) T := by
  intro h
  obtain ⟨L, R, hL, hR, -, hpos⟩ := pulse_end_kink a hP hb hT rfl rfl
  have h1 := (uniqueDiffWithinAt_Iic T).eq_deriv _ hL h.hasDerivAt.hasDerivWithinAt
  have h2 := (uniqueDiffWithinAt_Ici T).eq_deriv _ hR h.hasDerivAt.hasDerivWithinAt
  linarith
```

## The left slope is negative

The integrated exponential gives the balance k F_k(T) = 1 − exp(−kT), which also holds for k = 0.

```lean
/-- Balance at the end of the pulse: the loss rate `k F` of the accumulated quantity `F`
equals `1 - exp (-k T)`. -/
theorem loss_rate (k T : ℝ) : k * accumulated k T T = 1 - Real.exp (-k * T) := by
  have h : ∀ s ∈ uIcc 0 T, HasDerivAt (fun s : ℝ => Real.exp (-k * (T - s)))
      (k * Real.exp (-k * (T - s))) s := fun s _ =>
    ((((hasDerivAt_id' s).const_sub T).const_mul (-k)).exp).congr_deriv (by ring)
  have hc : Continuous (fun s : ℝ => k * Real.exp (-k * (T - s))) := by fun_prop
  have h2 := intervalIntegral.integral_eq_sub_of_hasDerivAt h (hc.intervalIntegrable _ _)
  rw [intervalIntegral.integral_const_mul] at h2
  rw [accumulated, min_self, h2]
  simp
```

The last theorem applies to any L that is a left slope of the polarization at T. Uniqueness identifies it with the quotient-rule expression, `loss_rate` rewrites the numerator as P₀ exp(−aT) [exp(−bT) D − N], and the lower bound on N makes it negative.

```lean
/-- The left slope of the mean polarization at the end of the pulse is negative. -/
theorem left_slope_neg {P₀ b T L : ℝ} (a : ℝ) (hP : 0 < P₀) (hb : 0 < b) (hT : 0 < T)
    (hL : HasDerivWithinAt (polarization P₀ a b T) L (Iic T) T) : L < 0 := by
  obtain ⟨hpos, hlow, -⟩ := accumulated_bounds a hb hT
  have h := ((rate_equation (a + b) (le_refl T)).const_mul P₀).fun_div
    (rate_equation a (le_refl T)) hpos.ne'
  rw [(uniqueDiffWithinAt_Iic T).eq_deriv _ hL h]
  refine div_neg_of_neg_of_pos ?_ (pow_pos hpos 2)
  have hexp : Real.exp (-(a + b) * T) = Real.exp (-a * T) * Real.exp (-b * T) := by
    rw [← Real.exp_add]
    congr 1
    ring
  -- the net gains are the contributions of the oldest ions
  rw [loss_rate, loss_rate, hexp]
  have := mul_pos (mul_pos hP (Real.exp_pos (-a * T))) (sub_pos.2 hlow)
  linarith

end

end PulseEndKink
```

```lean
#print axioms PulseEndKink.pulse_end_kink
-- 'PulseEndKink.pulse_end_kink' depends on axioms: [propext, Classical.choice, Quot.sound]
#print axioms PulseEndKink.not_differentiableAt_pulse_end
-- 'PulseEndKink.not_differentiableAt_pulse_end' depends on axioms: [propext, Classical.choice, Quot.sound]
#print axioms PulseEndKink.left_slope_neg
-- 'PulseEndKink.left_slope_neg' depends on axioms: [propext, Classical.choice, Quot.sound]
```

## Where the model applies

A simulation or fit of polarization against time should allow a change of slope at T, provided that the pulse is rectangular and both rates are constant. The model leaves out a spread of relaxation rates, a nonzero equilibrium polarization and counting statistics. A real beam also takes a finite time to switch off, which rounds the corner into a rapid but continuous change of slope.
